# Quasiparticle weights of a level coupled to a second level, as ratios of energy differences

A level of energy `e` is coupled with real strength `v ≠ 0` to a single level of energy `d`, which gives it the self-energy v²/(x − d) and two dressed energies, E₋ < E₊. The declaration `weight_at_poles` states that the quasiparticle weight 1/(1 + v²/(x − d)²) equals (d − E₋)/(E₊ − E₋) at x = E₋ and (E₊ − d)/(E₊ − E₋) at x = E₊. The proof takes the sum and product of the dressed energies from `pole_relations`, and from `poles_bracket` the fact that neither equals `d`. It then applies the general lemma `weight_of_root` to each energy, with the two exchanged for the upper one, and leaves the reordered sum and product equations to `linarith`.

An attempt in Lean 4 with a fault in it:

```lean
import Mathlib

noncomputable section

namespace OneShotSelfEnergy

/-- Half the distance between the two dressed energies. -/
def halfSplitting (e d v : ℝ) : ℝ := √(((e - d) / 2) ^ 2 + v ^ 2)

/-- The lower dressed energy. -/
def lowerPole (e d v : ℝ) : ℝ := (e + d) / 2 - halfSplitting e d v

/-- The upper dressed energy. -/
def upperPole (e d v : ℝ) : ℝ := (e + d) / 2 + halfSplitting e d v

/-- The quasiparticle weight `1 / (1 + v² / (x - d)²)` at a real energy `x ≠ d`. -/
def weight (d v x : ℝ) : ℝ := 1 / (1 + v ^ 2 / (x - d) ^ 2)

/-- The sum and the product of the two dressed energies. -/
theorem pole_relations (e d v : ℝ) :
    lowerPole e d v + upperPole e d v = e + d ∧
    lowerPole e d v * upperPole e d v = e * d - v ^ 2 := by
  have h : halfSplitting e d v ^ 2 = ((e - d) / 2) ^ 2 + v ^ 2 := by
    unfold halfSplitting
    exact Real.sq_sqrt (by positivity)
  unfold lowerPole upperPole
  constructor
  · ring
  · linear_combination -h

/-- Level repulsion: one dressed energy lies below both `e` and `d`, the other above both. -/
theorem poles_bracket (e d v : ℝ) (hv : v ≠ 0) :
    lowerPole e d v < min e d ∧ max e d < upperPole e d v := by
  have hv2 : 0 < v ^ 2 := by positivity
  have h1 : (e - d) / 2 < halfSplitting e d v := by
    unfold halfSplitting
    exact Real.lt_sqrt_of_sq_lt (by linarith)
  have h2 : (d - e) / 2 < halfSplitting e d v := by
    unfold halfSplitting
    exact Real.lt_sqrt_of_sq_lt (by nlinarith)
  unfold lowerPole upperPole
  refine ⟨lt_min ?_ ?_, max_lt ?_ ?_⟩ <;> linarith

/-- At a solution `a` of the quasiparticle equation the weight is a ratio of energy
differences. -/
private theorem weight_of_root {e d v a b : ℝ} (hs : a + b = e + d)
    (hp : a * b = e * d - v ^ 2) (ha : a ≠ d) : weight d v a = (a - d) / (a - b) := by
  have h : a - d ≠ 0 := sub_ne_zero.2 ha
  have hv : v ^ 2 = (a - d) * (a - e) := by linear_combination hp - a * hs
  have h1 : v ^ 2 / (a - d) ^ 2 = (a - e) / (a - d) := by
    rw [div_eq_div_iff (pow_ne_zero 2 h) h, hv]
    ring
  have h2 : 1 + (a - e) / (a - d) = (a - b) / (a - d) := by
    rw [eq_div_iff h, add_mul, div_mul_cancel₀ _ h]
    linarith
  rw [weight, h1, h2, one_div_div]

/-- The two quasiparticle weights as ratios of energy differences. -/
theorem weight_at_poles (e d v : ℝ) (hv : v ≠ 0) :
    weight d v (lowerPole e d v) =
      (d - lowerPole e d v) / (upperPole e d v - lowerPole e d v) ∧
    weight d v (upperPole e d v) =
      (upperPole e d v - d) / (upperPole e d v - lowerPole e d v) := by
  obtain ⟨hs, hp⟩ := pole_relations e d v
  obtain ⟨h1, h2⟩ := poles_bracket e d v hv
  rw [lt_min_iff] at h1
  rw [max_lt_iff] at h2
  constructor
  · rw [weight_of_root hs hp h1.2.ne, ← neg_div_neg_eq, neg_sub, neg_sub]
  · exact weight_of_root (by linarith) (by linarith) h2.2.ne'

end OneShotSelfEnergy
```

Compiling this gives:

```
Main.lean:70:29: error: linarith failed to find a contradiction
case h1
e d v : ℝ
hv : v ≠ 0
hs : lowerPole e d v + upperPole e d v = e + d
hp : lowerPole e d v * upperPole e d v = e * d - v ^ 2
h1 : lowerPole e d v < e ∧ lowerPole e d v < d
h2 : e < upperPole e d v ∧ d < upperPole e d v
a✝ : upperPole e d v + lowerPole e d v < ?m.104 + d
⊢ False
failed
Main.lean:70:43: error: linarith failed to find a contradiction
case h1
e d v : ℝ
hv : v ≠ 0
hs : lowerPole e d v + upperPole e d v = e + d
hp : lowerPole e d v * upperPole e d v = e * d - v ^ 2
h1 : lowerPole e d v < e ∧ lowerPole e d v < d
h2 : e < upperPole e d v ∧ d < upperPole e d v
a✝ : upperPole e d v * lowerPole e d v < ?m.104 * d - v ^ 2
⊢ False
failed
```

Both messages report the same fault, once for the sum equation and once for the product. In each, the inequality `linarith` has to refute contains `?m.104` where `e` should stand. This is a metavariable, a value Lean has not yet determined.

The bare energy `e` is an implicit argument of `weight_of_root`, and it occurs in the hypotheses `hs` and `hp` but not in the conclusion `weight d v a = (a - d) / (a - b)`. Matching that conclusion with the goal therefore fixes `d`, `v`, `a` and `b`, but not `e`. `linarith` does not choose a value for the unknown, and no hypothesis in the context relates `?m.104` to `e`, so it finds no contradiction. The lower energy escapes the problem because there `hs` and `hp` are passed directly, and their types determine `e`.

The repair names the argument with `(e := e)`. The two equations are then `hs` and `hp` with the terms of the sum and the factors of the product exchanged, which `linarith` can prove.

This version goes through:

```diff
@@ -68,5 +68,5 @@
   constructor
   · rw [weight_of_root hs hp h1.2.ne, ← neg_div_neg_eq, neg_sub, neg_sub]
-  · exact weight_of_root (by linarith) (by linarith) h2.2.ne'
+  · exact weight_of_root (e := e) (by linarith) (by linarith) h2.2.ne'
 
 end OneShotSelfEnergy
```
